# Energies and singlet weights of the two $J=1$ levels in a p-hole, s-electron model

In a single-configuration model of the 2p→4s core excitation in argon, the relative line strengths of the two $J=1$ levels are found by diagonalising a $2\times2$ block and squaring the singlet amplitude of each normalised eigenvector. The ground state is a closed-shell singlet and the dipole operator does not act on spin, so only the singlet part of each level is reached. With a common radial dipole integral, the two line strengths are therefore in the ratio of the singlet weights. Oscillator strengths contain the excitation energy as a further factor.

Let $G$ be the exchange parameter, half the amount by which the singlet lies above the triplet without spin-orbit coupling. Let $z$ be the spin-orbit constant of the p hole, two thirds of the splitting between its $j=1/2$ and $j=3/2$ levels. Counted from the midpoint between singlet and triplet without spin-orbit coupling, the energies are $z/4\pm D$ with $D=\sqrt{(G-z/4)^2+z^2/2}$. For $z>0$, the upper singlet weight minus the lower one is $(G-z/4)/D$.

## The block and its eigenstates

```lean
import Mathlib

open Matrix Filter Topology

namespace CoreLevelSingletTriplet

noncomputable section
```

The first line loads Mathlib, the mathematical library of Lean. The `open` line makes the notation for matrices and limits available.

```lean
/-- The J = 1 block in the basis (singlet, triplet), with exchange parameter `G` and
spin-orbit constant `z`. -/
def block (G z : ℝ) : Matrix (Fin 2) (Fin 2) ℝ :=
  !![G, z / √2; z / √2, z / 2 - G]
```

This is the matrix

$$H=\begin{pmatrix} G & z/\sqrt2\\ z/\sqrt2 & z/2-G\end{pmatrix}.$$

The type `Fin 2` has the elements 0 and 1: index 0 is the singlet, index 1 the triplet. Energies are counted from the midpoint between singlet and triplet at $z=0$. The entry $z/2$ is the spin-orbit energy of the $J=1$ triplet state, and $z/\sqrt2$ is its coupling to the singlet. Both are put in as known matrix elements, not derived from the spin-orbit operator. Argon enters only through the values given to $G$ and $z$; mixing with other configurations, such as those with a 3d electron, is left out.

```lean
/-- Half the distance between the two energies of the block. -/
def halfGap (G z : ℝ) : ℝ := √((G - z / 4) ^ 2 + z ^ 2 / 2)
```

This is $D$, written `halfGap G z` in the code.

```lean
/-- The vector `v` is an eigenstate of the block with energy `E`; it is nonzero but need not
be normalised. -/
def IsLevel (G z E : ℝ) (v : Fin 2 → ℝ) : Prop :=
  v ≠ 0 ∧ block G z *ᵥ v = E • v
```

`IsLevel G z E v` says that $v\neq0$ and $Hv=Ev$. The symbol `*ᵥ` is matrix times vector, and `•` is number times vector. The vector has real components and any length.

```lean
/-- The singlet weight of a nonzero state: squared singlet amplitude over squared norm. -/
def singletWeight (v : Fin 2 → ℝ) : ℝ := v 0 ^ 2 / (v 0 ^ 2 + v 1 ^ 2)
```

The singlet weight is

$$W(v)=\frac{v_0^2}{v_0^2+v_1^2}.$$

For a normalised state this is simply $v_0^2$. Neither rescaling an eigenvector nor changing its sign affects it.

## From the eigenvalue equation to the energies

```lean
/-- The eigenvalue equation written out for the singlet and triplet amplitudes. -/
theorem isLevel_iff (G z E : ℝ) (v : Fin 2 → ℝ) :
    IsLevel G z E v ↔ v ≠ 0 ∧ (G * v 0 + z / √2 * v 1 = E * v 0 ∧
      z / √2 * v 0 + (z / 2 - G) * v 1 = E * v 1) := by
  unfold IsLevel
  refine and_congr_right fun _ => ?_
  rw [funext_iff, Fin.forall_fin_two]
  simp [block, Matrix.mulVec, dotProduct, Fin.sum_univ_two]
```

In a Lean theorem, the data and hypotheses stand before the main colon, the claim after it, and the proof after `:=`. Here the claim is that an eigenstate is a nonzero vector satisfying

$$Gv_0+\tfrac{z}{\sqrt2}v_1=Ev_0,\qquad \tfrac{z}{\sqrt2}v_0+\left(\tfrac z2-G\right)v_1=Ev_1 .$$

The proof splits an equality of vectors into its two components, and `simp` multiplies out the matrix product.

```lean
/-- The energies of the block are exactly `z/4 + D` and `z/4 - D`, with `D` the half gap. -/
theorem energies (G z E : ℝ) :
    (∃ v, IsLevel G z E v) ↔ E = z / 4 + halfGap G z ∨ E = z / 4 - halfGap G z := by
  -- an eigenvector exists exactly when the secular determinant vanishes
  have key : (∃ v, IsLevel G z E v) ↔
      (!![G - E, z / √2; z / √2, z / 2 - G - E] : Matrix (Fin 2) (Fin 2) ℝ).det = 0 := by
    rw [← Matrix.exists_mulVec_eq_zero_iff]
    refine exists_congr fun v => ?_
    rw [isLevel_iff]
    refine and_congr_right fun _ => ?_
    have h0 : ((!![G - E, z / √2; z / √2, z / 2 - G - E] : Matrix (Fin 2) (Fin 2) ℝ) *ᵥ v) 0
        = (G - E) * v 0 + z / √2 * v 1 := by
      simp [Matrix.mulVec, dotProduct, Fin.sum_univ_two]
    have h1 : ((!![G - E, z / √2; z / √2, z / 2 - G - E] : Matrix (Fin 2) (Fin 2) ℝ) *ᵥ v) 1
        = z / √2 * v 0 + (z / 2 - G - E) * v 1 := by
      simp [Matrix.mulVec, dotProduct, Fin.sum_univ_two]
    rw [funext_iff, Fin.forall_fin_two, h0, h1]
    simp only [Pi.zero_apply]
    constructor
    · rintro ⟨a, b⟩
      exact ⟨by linear_combination a, by linear_combination b⟩
    · rintro ⟨a, b⟩
      exact ⟨by linear_combination a, by linear_combination b⟩
  have hc : z / √2 * (z / √2) = z ^ 2 / 2 := by
    rw [div_mul_div_comm, Real.mul_self_sqrt (by norm_num)]
    ring
  have hD : halfGap G z ^ 2 = (G - z / 4) ^ 2 + z ^ 2 / 2 := Real.sq_sqrt (by positivity)
  rw [key, Matrix.det_fin_two_of, hc]
  constructor
  · intro h
    -- the secular equation factorises
    have hf : (E - (z / 4 + halfGap G z)) * (E - (z / 4 - halfGap G z)) = 0 := by
      linear_combination h - hD
    rcases mul_eq_zero.mp hf with h | h
    · exact Or.inl (by linarith)
    · exact Or.inr (by linarith)
  · rintro (h | h) <;> rw [h] <;> linear_combination hD
```

A number $E$ is the energy of some eigenstate if and only if it is $z/4+D$ or $z/4-D$. Both values occur, and no others do, for all real $G$ and $z$.

By hand, a nonzero solution exists exactly when the secular determinant vanishes:

$$(G-E)\left(\tfrac z2-G-E\right)-\tfrac{z^2}{2}=0 .$$

Expanding gives $E^2-\tfrac z2E+\tfrac{Gz}{2}-G^2-\tfrac{z^2}{2}=0$, and completing the square gives

$$\left(E-\tfrac z4\right)^2=G^2-\tfrac{Gz}{2}+\tfrac{z^2}{16}+\tfrac{z^2}{2}=\left(G-\tfrac z4\right)^2+\tfrac{z^2}{2}=D^2 .$$

In the code, `key` is the determinant criterion, `hc` evaluates the squared coupling, and `hD` states what $D^2$ is. The factorised equation `hf` then yields the two roots. The tactic `linear_combination` proves an equation by checking that it is the stated combination of known equations.

## The weight of a single level

```lean
/-- For a positive spin-orbit constant `z`, the half gap is positive. -/
theorem halfGap_pos (G : ℝ) {z : ℝ} (hz : 0 < z) : 0 < halfGap G z :=
  Real.sqrt_pos.mpr (by positivity)
```

If $z>0$, then $D^2\geq z^2/2>0$. The two energies are distinct, and division by $D$ is safe.

```lean
/-- An eigenstate whose energy is displaced by `s ≠ 0` from the mean energy `z/4` has singlet
weight `(1 + (G - z/4)/s)/2`. -/
theorem singletWeight_of_isLevel {G z s : ℝ} {v : Fin 2 → ℝ} (hs : s ≠ 0)
    (hv : IsLevel G z (z / 4 + s) v) :
    singletWeight v = (1 + (G - z / 4) / s) / 2 := by
  obtain ⟨hv0, h1, h2⟩ := (isLevel_iff _ _ _ _).mp hv
  have hn : v 0 ^ 2 + v 1 ^ 2 ≠ 0 := by
    intro h
    have a0 : v 0 ^ 2 = 0 := by linarith [sq_nonneg (v 0), sq_nonneg (v 1)]
    have a1 : v 1 ^ 2 = 0 := by linarith [sq_nonneg (v 0), sq_nonneg (v 1)]
    apply hv0
    rw [funext_iff, Fin.forall_fin_two]
    exact ⟨(pow_eq_zero_iff two_ne_zero).mp a0, (pow_eq_zero_iff two_ne_zero).mp a1⟩
  have hx : (G - z / 4) / s * s = G - z / 4 := div_mul_cancel₀ _ hs
  unfold singletWeight
  rw [div_eq_iff hn]
  apply mul_right_cancel₀ hs
  -- eliminate the coupling between the two amplitude equations
  linear_combination (1 / 2) * (v 1 * h2 - v 0 * h1) - (v 0 ^ 2 + v 1 ^ 2) / 2 * hx
```

A level at energy $z/4+s$ with $s\neq0$ has singlet weight $\tfrac12\left(1+(G-z/4)/s\right)$.

Write $\delta=G-z/4$. With $E=z/4+s$, the component equations become

$$\delta v_0+\tfrac{z}{\sqrt2}v_1=sv_0,\qquad \tfrac{z}{\sqrt2}v_0-\delta v_1=sv_1 .$$

Multiply the first by $v_0$ and the second by $v_1$, then subtract. The coupling terms cancel:

$$\delta\,(v_0^2+v_1^2)=s\,(v_0^2-v_1^2).$$

Dividing by $s(v_0^2+v_1^2)$ gives $\delta/s=2W(v)-1$, which is the claim. The Lean proof first shows in `hn` that the squared norm is nonzero. Its last line contains the same elimination: `v 1 * h2 - v 0 * h1` is the difference of the two multiplied equations.

## The difference between the upper and lower levels

```lean
/-- For `z > 0`, the singlet weights of the upper and lower eigenstates differ by
`(G - z/4)/D`, with `D` the half gap. -/
theorem singletWeight_difference {G z : ℝ} {v w : Fin 2 → ℝ} (hz : 0 < z)
    (hv : IsLevel G z (z / 4 + halfGap G z) v) (hw : IsLevel G z (z / 4 - halfGap G z) w) :
    singletWeight v - singletWeight w = (G - z / 4) / halfGap G z := by
  have hD := (halfGap_pos G hz).ne'
  rw [sub_eq_add_neg] at hw
  rw [singletWeight_of_isLevel hD hv, singletWeight_of_isLevel (neg_ne_zero.mpr hD) hw, div_neg]
  ring
```

The hypotheses `hv` and `hw` say that $v$ is any eigenvector at the upper energy and $w$ any eigenvector at the lower one. Using the previous formula with $s=D$ and $s=-D$,

$$W(v)-W(w)=\tfrac12\left(1+\frac{\delta}{D}\right)-\tfrac12\left(1-\frac{\delta}{D}\right)=\frac{G-z/4}{D}.$$

The two `singletWeight_of_isLevel` rewrites insert these weights, and `ring` does the subtraction.

For a numerical instance, take $z=4$ and $G=2$ in arbitrary energy units. Then $D=\sqrt{1+8}=3$, the energies are $4$ and $-2$, and the difference is $1/3$. The normalised eigenvectors are $(\sqrt2,1)/\sqrt3$ and $(1,-\sqrt2)/\sqrt3$, with singlet weights $2/3$ and $1/3$.

The same elimination works for any real symmetric block with diagonal entries $a,d$ and nonzero coupling $b$. The weights of the first basis state in the upper and lower levels then differ by $(a-d)/\sqrt{(a-d)^2+4b^2}$.

## Weak exchange and weak spin-orbit coupling

```lean
/-- At fixed `z > 0`, the upper-minus-lower difference of singlet weights tends to `-1/3` as
the exchange parameter tends to zero from above. -/
theorem tendsto_vanishing_exchange {z : ℝ} (hz : 0 < z) (v w : ℝ → Fin 2 → ℝ)
    (hv : ∀ G, 0 < G → IsLevel G z (z / 4 + halfGap G z) (v G))
    (hw : ∀ G, 0 < G → IsLevel G z (z / 4 - halfGap G z) (w G)) :
    Tendsto (fun G => singletWeight (v G) - singletWeight (w G)) (𝓝[>] 0) (𝓝 (-1 / 3)) := by
  have hc : Continuous fun G => halfGap G z := by unfold halfGap; fun_prop
  have hl : Continuous fun G : ℝ => G - z / 4 := by fun_prop
  have ht := (hl.tendsto 0).div (hc.tendsto 0) (halfGap_pos 0 hz).ne'
  -- without exchange the half gap is 3z/4
  have h0 : halfGap 0 z = 3 * z / 4 := by
    unfold halfGap
    rw [show (0 - z / 4) ^ 2 + z ^ 2 / 2 = (3 * z / 4) ^ 2 by ring]
    exact Real.sqrt_sq (by positivity)
  have hval : (0 - z / 4) / halfGap 0 z = -1 / 3 := by
    rw [h0, div_eq_iff (by positivity)]
    ring
  rw [hval] at ht
  refine (ht.mono_left nhdsWithin_le_nhds).congr' ?_
  filter_upwards [self_mem_nhdsWithin] with G hG
  exact (singletWeight_difference hz (hv G hG) (hw G hG)).symm
```

Here `v` and `w` are families that assign a vector to each value of $G$. For every $G>0$ they must be eigenvectors at the upper and lower energy; they need not vary continuously. The notation `𝓝[>] 0` means that $G$ approaches zero from above, so the claim is

$$\lim_{G\to0^+}\left[W(v)-W(w)\right]=-\tfrac13\qquad(z>0\text{ fixed}).$$

At $G=0$ we have $D=\sqrt{z^2/16+z^2/2}=3z/4$, so the quotient is $(-z/4)/(3z/4)=-1/3$. Numerator and denominator are continuous, and the denominator is not zero there. In the proof, `ht` is this limit of the quotient, `h0` and `hval` evaluate it, and the last lines replace the quotient by the weight difference for $G>0$.

The weights tend to $1/3$ above and $2/3$ below. This is the statistical $1:2$ ratio of the lines with a $j=1/2$ and a $j=3/2$ hole.

```lean
/-- At fixed `G > 0`, the upper-minus-lower difference of singlet weights tends to `1` as the
spin-orbit constant tends to zero from above. -/
theorem tendsto_vanishing_spinOrbit {G : ℝ} (hG : 0 < G) (v w : ℝ → Fin 2 → ℝ)
    (hv : ∀ z, 0 < z → IsLevel G z (z / 4 + halfGap G z) (v z))
    (hw : ∀ z, 0 < z → IsLevel G z (z / 4 - halfGap G z) (w z)) :
    Tendsto (fun z => singletWeight (v z) - singletWeight (w z)) (𝓝[>] 0) (𝓝 1) := by
  have hc : Continuous fun z => halfGap G z := by unfold halfGap; fun_prop
  have hl : Continuous fun z : ℝ => G - z / 4 := by fun_prop
  -- without spin-orbit coupling the half gap is G
  have h0 : halfGap G 0 = G := by
    unfold halfGap
    rw [show (G - 0 / 4) ^ 2 + (0 : ℝ) ^ 2 / 2 = G ^ 2 by ring]
    exact Real.sqrt_sq hG.le
  have ht := (hl.tendsto 0).div (hc.tendsto 0) (by rw [h0]; exact hG.ne')
  have hval : (G - 0 / 4) / halfGap G 0 = 1 := by
    rw [h0, div_eq_iff hG.ne']
    ring
  rw [hval] at ht
  refine (ht.mono_left nhdsWithin_le_nhds).congr' ?_
  filter_upwards [self_mem_nhdsWithin] with z hz
  exact (singletWeight_difference hz (hv z hz) (hw z hz)).symm
```

Now $G>0$ is fixed and $z$ approaches zero from above. At $z=0$ we have $D=\sqrt{G^2}=G$, where the positivity of $G$ fixes the sign of the root. The quotient is $G/G=1$. The upper level becomes the pure singlet and the lower one the pure triplet, which carries no dipole strength in this model. The proof has the same structure as the previous one, with the roles of $G$ and $z$ exchanged.

## Strict bounds between the two limits

```lean
/-- For positive exchange and spin-orbit parameters, the upper-minus-lower difference of
singlet weights lies strictly between `-1/3` and `1`. -/
theorem singletWeight_difference_bounds {G z : ℝ} {v w : Fin 2 → ℝ} (hG : 0 < G) (hz : 0 < z)
    (hv : IsLevel G z (z / 4 + halfGap G z) v) (hw : IsLevel G z (z / 4 - halfGap G z) w) :
    -1 / 3 < singletWeight v - singletWeight w ∧ singletWeight v - singletWeight w < 1 := by
  have hD := halfGap_pos G hz
  have hsq : halfGap G z ^ 2 = (G - z / 4) ^ 2 + z ^ 2 / 2 := Real.sq_sqrt (by positivity)
  have hz2 : 0 < z ^ 2 := by positivity
  rw [singletWeight_difference hz hv hw, lt_div_iff₀ hD, div_lt_iff₀ hD]
  constructor
  · by_contra h
    have h3 : halfGap G z ≤ 3 * (z / 4 - G) := by linarith
    have hy : 0 < z / 4 - G := by linarith
    have h4 := mul_self_le_mul_self hD.le h3
    have h5 := mul_self_lt_mul_self hy.le (show z / 4 - G < z / 4 by linarith)
    nlinarith
  · by_contra h
    have h3 : halfGap G z ≤ G - z / 4 := by linarith
    have h4 := mul_self_le_mul_self hD.le h3
    nlinarith

end

end CoreLevelSingletTriplet
```

For $G>0$ and $z>0$, the difference lies strictly between $-1/3$ and $1$. Since $D>0$, both inequalities can be multiplied by $D$, which is the work of `lt_div_iff₀` and `div_lt_iff₀`.

For the upper bound, suppose $D\leq\delta$. Squaring gives $\delta^2+z^2/2\leq\delta^2$, which is impossible.

For the lower bound, put $y=z/4-G$ and suppose $D\leq3y$. Then $y>0$, and squaring gives $y^2+z^2/2\leq9y^2$, that is, $z^2/2\leq8y^2$. But $G>0$ means $y<z/4$, so $8y^2<z^2/2$, a contradiction. In Lean, `by_contra` introduces the supposition, `h4` and `h5` are the squared inequalities, and `nlinarith` finds the contradiction.

By the formula for a single level, the two weights add to 1, so a difference above $-1/3$ means an upper weight above $1/3$ and a lower weight below $2/3$. For a fit of line strengths with this two-state model, an upper-to-lower ratio of $1:2$ or less is therefore incompatible with positive $G$ and $z$.

```lean
#print axioms CoreLevelSingletTriplet.singletWeight_of_isLevel
#print axioms CoreLevelSingletTriplet.tendsto_vanishing_exchange
#print axioms CoreLevelSingletTriplet.tendsto_vanishing_spinOrbit
#print axioms CoreLevelSingletTriplet.singletWeight_difference_bounds
```

```
'CoreLevelSingletTriplet.singletWeight_of_isLevel' depends on axioms: [propext, Classical.choice, Quot.sound]
'CoreLevelSingletTriplet.tendsto_vanishing_exchange' depends on axioms: [propext, Classical.choice, Quot.sound]
'CoreLevelSingletTriplet.tendsto_vanishing_spinOrbit' depends on axioms: [propext, Classical.choice, Quot.sound]
'CoreLevelSingletTriplet.singletWeight_difference_bounds' depends on axioms: [propext, Classical.choice, Quot.sound]
```
